# Decimating a chain at z = t(w + 1/w), with t ≠ 0 and 0 < |w| < 1, gives the surface Green function w/t

At the centre of the band of a uniform tight-binding chain with nearest-neighbour hopping, decimation fails at its first step: the energy z, measured from the on-site level, is 0, and the recursion divides by it. Elsewhere inside the band, it either divides by zero at a later step or runs on with an effective hopping that does not die out. A program that treats a half-infinite lead this way needs energies at which neither happens.

Write the energy as z = t(w + 1/w), where t is the hopping and w is a complex number. If t ≠ 0 and 0 < |w| < 1, no denominator vanishes, the hopping tends to zero, and the surface and bulk Green functions of the recursion tend to w/t and 1/(t(1/w − w)). For a non-interacting lead with one orbital per site, joined to the device by the same hopping t, the surface value gives the self-energy t²·(w/t) = tw used in quantum transport.

## The recursion and the half-infinite chain

Sites have on-site energy zero and nearest-neighbour hopping t. Decimation removes every second site and absorbs its effect into a new hopping a_n and a level shift s_n:

a_0 = t, s_0 = 0, g_n = 1/(z − 2s_n)

a_(n+1) = a_n² g_n, s_(n+1) = s_n + a_n² g_n

A bulk site loses two neighbours per step and is shifted by 2s_n; the surface site loses one and is shifted by s_n.

```lean
import Mathlib

open Filter Topology

namespace ChainDecimation

noncomputable section

/-- The pair (hopping, surface level shift) after `n` decimation steps at energy `z`, starting
from hopping `t` and shift zero; a step is defined where `z` differs from twice the shift. -/
def renorm (z t : ℂ) : ℕ → ℂ × ℂ
  | 0 => (t, 0)
  | n + 1 =>
    ((renorm z t n).1 ^ 2 * (1 / (z - 2 * (renorm z t n).2)),
      (renorm z t n).2 + (renorm z t n).1 ^ 2 * (1 / (z - 2 * (renorm z t n).2)))

/-- The effective hopping `a_n` between the sites that survive `n` decimations. -/
def hop (z t : ℂ) (n : ℕ) : ℂ := (renorm z t n).1

/-- The level shift `s_n` of the surface site; a bulk site is shifted by `2 s_n`. -/
def shift (z t : ℂ) (n : ℕ) : ℂ := (renorm z t n).2

/-- The Green function `g_n` of an isolated bulk site after `n` decimations, for `z ≠ 2 s_n`. -/
def bulkG (z t : ℂ) (n : ℕ) : ℂ := 1 / (z - 2 * shift z t n)

/-- `G` is a response of the half-infinite chain with hopping `a`, surface level `s` and bulk
level `2 s` to a unit source on the surface site. -/
def SurfaceChain (z a s : ℂ) (G : ℕ → ℂ) : Prop :=
  (z - s) * G 0 = 1 + a * G 1 ∧ ∀ k, (z - 2 * s) * G (k + 1) = a * (G k + G (k + 2))
```

`hop`, `shift` and `bulkG` are a_n, s_n and g_n. `SurfaceChain z a s G` is the equation (z − H)G = source, written site by site, with a unit source on site 0. The amplitude `G` is indexed by ℕ, so the chain really is infinite. The same hopping acts in both directions; t may be complex, but H is Hermitian only for real t.

## |w| < 1: the energy lies off the band

A wave w^k decays into the chain when |w| < 1. For real t this means that z is either non-real or real and outside [−2|t|, 2|t|]. Since w and 1/w give the same z, choosing |w| < 1 selects the decaying root and excludes only |w| = 1.

In the decimation argument, the condition is used twice. First, |w^k| < 1 for k ≥ 1, so w^k is neither 1 nor −1, and 1/w − w = (1 − w²)/w is nonzero. Second, w^(2^n) → 0, which drives all the limits. The first use is this lemma, whose `key` step observes that 1 − u = 0 would force |u| = 1:

```lean
variable {z t w : ℂ}

/-- For `0 < |w| < 1` the factors `1 - w^k`, `1 + w^k` with `k ≠ 0`, and `1/w - w`, are nonzero. -/
theorem factors_ne_zero (hw0 : w ≠ 0) (hw : ‖w‖ < 1) :
    (∀ k : ℕ, k ≠ 0 → 1 - w ^ k ≠ 0 ∧ 1 + w ^ k ≠ 0) ∧ 1 / w - w ≠ 0 := by
  have key : ∀ u : ℂ, ‖u‖ < 1 → 1 - u ≠ 0 := by
    intro u hu h
    rw [← sub_eq_zero.mp h, norm_one] at hu
    exact lt_irrefl _ hu
  have hp : ∀ k : ℕ, k ≠ 0 → ‖w ^ k‖ < 1 := fun k hk => by
    rw [norm_pow]
    exact pow_lt_one₀ (norm_nonneg _) hw hk
  refine ⟨fun k hk => ⟨key _ (hp k hk), ?_⟩, fun h => key _ (hp 2 two_ne_zero) ?_⟩
  · have := key (-w ^ k) (by rw [norm_neg]; exact hp k hk)
    simpa only [sub_neg_eq_add] using this
  · linear_combination w * h - one_div_mul_cancel hw0
```

On the unit circle, with w = e^(iθ) and w ≠ ±1, the hopping is t sin θ / sin(2^n θ) for as long as the recursion is defined. Its modulus never falls below |t sin θ|. At w = i the energy is 0, which is the failure described at the start.

## z = t(w + 1/w): the energy is tied to the wave

This is the dispersion relation, continued to complex wave number. For t ≠ 0 every z has such a w, because w² − (z/t)w + 1 = 0 has a nonzero root. Without the relation, w would be a number unrelated to the energy and the formula below for z − 2s_n would fail already at n = 0.

Put W = w^(2^n) and D = t(1/w − w). The claim is

a_n = DW/(1 − W²), z − 2s_n = D(1 + W²)/(1 − W²).

At n = 0, W = w and D = t(1 − w²)/w, so the right-hand sides are t and t(1 + w²)/w = z. For the step,

a_n² g_n = [D²W²/(1 − W²)²] · [(1 − W²)/(D(1 + W²))] = DW²/(1 − W⁴).

This is the claimed a_(n+1), since W becomes W². It is also the increment of the shift, so

z − 2s_(n+1) = D[(1 + W²)² − 2W²]/(1 − W⁴) = D(1 + W⁴)/(1 − W⁴).

The induction in Lean is the same. It replaces `w ^ 2 ^ n` by `W` and `t * (1 / w - w)` by `D`; `A` is the new hopping, and `B` puts the old value of z − 2s_n over the new denominator. The hypothesis `hz` enters in the base case.

```lean
/-- Closed forms of the hopping and of the inverse bulk-site Green function after `n` steps,
for `t ≠ 0`, `0 < |w| < 1` and `z = t (w + 1/w)`. -/
theorem closed_form (ht : t ≠ 0) (hw0 : w ≠ 0) (hw : ‖w‖ < 1) (hz : z = t * (w + 1 / w))
    (n : ℕ) :
    hop z t n = t * (1 / w - w) * w ^ 2 ^ n / (1 - (w ^ 2 ^ n) ^ 2) ∧
    z - 2 * shift z t n =
      t * (1 / w - w) * (1 + (w ^ 2 ^ n) ^ 2) / (1 - (w ^ 2 ^ n) ^ 2) := by
  obtain ⟨f, f'⟩ := factors_ne_zero hw0 hw
  have hi := one_div_mul_cancel hw0
  have hD0 := mul_ne_zero ht f'
  induction n with
  | zero =>
    have h1 := (f 2 two_ne_zero).1
    rw [pow_zero, pow_one]
    constructor
    · change t = _
      rw [eq_div_iff h1]
      linear_combination -t * hi
    · change z - 2 * 0 = _
      rw [eq_div_iff h1]
      linear_combination (1 - w ^ 2) * hz - 2 * t * w * hi
  | succ n ih =>
    have hp : w ^ 2 ^ (n + 1) = (w ^ 2 ^ n) ^ 2 := by rw [← pow_mul, ← pow_succ]
    have h1 : 1 - (w ^ 2 ^ n) ^ 2 ≠ 0 := by
      rw [← pow_mul]; exact (f _ (by positivity)).1
    have h2 : 1 + (w ^ 2 ^ n) ^ 2 ≠ 0 := by
      rw [← pow_mul]; exact (f _ (by positivity)).2
    have h4 : 1 - ((w ^ 2 ^ n) ^ 2) ^ 2 ≠ 0 := by
      rw [← pow_mul, ← pow_mul]; exact (f _ (by positivity)).1
    rw [hp]
    generalize w ^ 2 ^ n = W at ih h1 h2 h4 ⊢
    generalize t * (1 / w - w) = D at ih hD0 ⊢
    -- the new hopping, which is also the increment of the shift
    have A : hop z t n ^ 2 * (1 / (z - 2 * shift z t n)) = D * W ^ 2 / (1 - (W ^ 2) ^ 2) := by
      rw [ih.1, ih.2, div_pow, one_div_div, div_mul_div_comm,
        div_eq_div_iff (mul_ne_zero (pow_ne_zero 2 h1) (mul_ne_zero hD0 h2)) h4]
      ring
    have B : D * (1 + W ^ 2) / (1 - W ^ 2) = D * (1 + W ^ 2) ^ 2 / (1 - (W ^ 2) ^ 2) := by
      rw [div_eq_div_iff h1 h4]
      ring
    refine ⟨A, ?_⟩
    change z - 2 * (shift z t n + hop z t n ^ 2 * (1 / (z - 2 * shift z t n))) = _
    rw [A]
    linear_combination ih.2 + B
```

The inverse surface Green function z − s_n is the average of z and z − 2s_n:

z − s_n = ½[z + (z − 2s_n)]

= t[(1 + w²)(1 − W²) + (1 − w²)(1 + W²)] / (2w(1 − W²))

= (t/w)(1 − w²W²)/(1 − W²).

The factors 1/2 in the final `linear_combination` are this average.

```lean
/-- Closed form of the inverse surface Green function after `n` steps, for `t ≠ 0`,
`0 < |w| < 1` and `z = t (w + 1/w)`. -/
theorem surface_closed_form (ht : t ≠ 0) (hw0 : w ≠ 0) (hw : ‖w‖ < 1)
    (hz : z = t * (w + 1 / w)) (n : ℕ) :
    z - shift z t n = t / w * (1 - (w * w ^ 2 ^ n) ^ 2) / (1 - (w ^ 2 ^ n) ^ 2) := by
  have h1 : 1 - (w ^ 2 ^ n) ^ 2 ≠ 0 := by
    rw [← pow_mul]; exact ((factors_ne_zero hw0 hw).1 _ (by positivity)).1
  have h := (closed_form ht hw0 hw hz n).2
  have hi := one_div_mul_cancel hw0
  generalize w ^ 2 ^ n = W at h h1 ⊢
  rw [eq_div_iff h1] at h ⊢
  linear_combination (1 / 2) * h + (1 - W ^ 2) / 2 * hz + t * w * W ^ 2 * hi
```

## t ≠ 0 and w ≠ 0: coupled sites at a finite energy

With t = 0 the sites are isolated and the relation puts z at their common level, so the surface equation reads 0 = 1. The value w = 0 would stand for infinite energy. The two conditions, `ht` and `hw0` in Lean, permit division by t and w; together with |w| < 1 they also give D ≠ 0.

As W → 0, the closed forms give

a_n → 0, z − 2s_n → D, z − s_n → t/w.

In Lean, `go` expresses each quantity as a function of W that is continuous at zero.

```lean
/-- For `t ≠ 0`, `0 < |w| < 1` and `z = t (w + 1/w)`, the hopping tends to zero, and the inverse
bulk and surface Green functions tend to `t (1/w - w)` and `t / w`. -/
theorem limits (ht : t ≠ 0) (hw0 : w ≠ 0) (hw : ‖w‖ < 1) (hz : z = t * (w + 1 / w)) :
    Tendsto (fun n => hop z t n) atTop (𝓝 0) ∧
    Tendsto (fun n => z - 2 * shift z t n) atTop (𝓝 (t * (1 / w - w))) ∧
    Tendsto (fun n => z - shift z t n) atTop (𝓝 (t / w)) := by
  have hW : Tendsto (fun n : ℕ => w ^ 2 ^ n) atTop (𝓝 0) :=
    (tendsto_pow_atTop_nhds_zero_of_norm_lt_one hw).comp
      (tendsto_atTop_mono (fun n => Nat.lt_two_pow_self.le) tendsto_id)
  -- each quantity is a function of `w ^ 2 ^ n` that is continuous at zero
  have go : ∀ (F : ℂ → ℂ) (u : ℕ → ℂ) (l : ℂ), ContinuousAt F 0 → F 0 = l →
      (∀ n, u n = F (w ^ 2 ^ n)) → Tendsto u atTop (𝓝 l) := by
    intro F u l hF hl hu
    rw [← hl]
    exact (hF.tendsto.comp hW).congr fun n => (hu n).symm
  refine ⟨go (fun x => t * (1 / w - w) * x / (1 - x ^ 2)) _ _ ?_ (by simp)
      fun n => (closed_form ht hw0 hw hz n).1,
    go (fun x => t * (1 / w - w) * (1 + x ^ 2) / (1 - x ^ 2)) _ _ ?_ (by simp)
      fun n => (closed_form ht hw0 hw hz n).2,
    go (fun x => t / w * (1 - (w * x) ^ 2) / (1 - x ^ 2)) _ _ ?_ (by simp)
      fun n => surface_closed_form ht hw0 hw hz n⟩ <;>
  fun_prop (disch := norm_num)
```

Both nonzero limits can be inverted, which gives the two Green functions. The closed forms also show that every z − 2s_n and z − s_n is a quotient of nonzero factors. Dividing the numerator and denominator of a_n by W gives

a_n = t(1/w − w)/(1/W − W).

```lean
/-- Decimation for `t ≠ 0`, `0 < |w| < 1`, `z = t (w + 1/w)`: no denominator vanishes, the hopping
has a closed form, and the surface and bulk Green functions tend to `w/t` and `1/(t (1/w - w))`. -/
theorem decimation (ht : t ≠ 0) (hw0 : w ≠ 0) (hw : ‖w‖ < 1) (hz : z = t * (w + 1 / w)) :
    (∀ n, z - 2 * shift z t n ≠ 0 ∧ z - shift z t n ≠ 0) ∧
    (∀ n, hop z t n = t * (1 / w - w) / (1 / w ^ 2 ^ n - w ^ 2 ^ n)) ∧
    Tendsto (fun n => 1 / (z - shift z t n)) atTop (𝓝 (w / t)) ∧
    Tendsto (fun n => bulkG z t n) atTop (𝓝 (1 / (t * (1 / w - w)))) := by
  obtain ⟨f, f'⟩ := factors_ne_zero hw0 hw
  obtain ⟨-, hb, hs⟩ := limits ht hw0 hw hz
  refine ⟨fun n => ?_, fun n => ?_, ?_, ?_⟩
  · have h1 := f (2 ^ n * 2) (by positivity)
    have h2 : 1 - (w * w ^ 2 ^ n) ^ 2 ≠ 0 := by
      rw [← pow_succ', ← pow_mul]
      exact (f _ (by positivity)).1
    rw [pow_mul] at h1
    rw [(closed_form ht hw0 hw hz n).2, surface_closed_form ht hw0 hw hz n]
    exact ⟨div_ne_zero (mul_ne_zero (mul_ne_zero ht f') h1.2) h1.1,
      div_ne_zero (mul_ne_zero (div_ne_zero ht hw0) h2) h1.1⟩
  · have hW : w ^ 2 ^ n ≠ 0 := pow_ne_zero _ hw0
    have e : 1 / w ^ 2 ^ n - w ^ 2 ^ n = (1 - (w ^ 2 ^ n) ^ 2) / w ^ 2 ^ n := by
      rw [eq_div_iff hW]
      linear_combination one_div_mul_cancel hW
    rw [e, div_div_eq_mul_div]
    exact (closed_form ht hw0 hw hz n).1
  · simpa only [one_div, inv_div] using hs.inv₀ (div_ne_zero ht hw0)
  · simpa only [bulkG, one_div] using hb.inv₀ (mul_ne_zero ht f')
```

The first clause matters because Lean returns 0 for division by zero; it ensures that the inverses here are genuine. The bulk value is established as the limit of g_n, while the link to a chain equation that follows concerns the surface.

## z ≠ 2s: the eliminated site is off resonance

Removing a site means solving its equation for its own amplitude, which requires that z differ from its level 2s. With g = 1/(z − 2s),

G(k+1) = ga[G(k) + G(k+2)].

Inserting this at the surface gives

(z − s − a²g)G(0) = 1 + a²g G(2),

and at an even bulk site

(z − 2s − 2a²g)G(2k+2) = a²g[G(2k) + G(2k+4)].

This is the same chain with a and s replaced as in the recursion. At resonance, the site's equation no longer fixes its amplitude, and the elimination breaks down. The local fact `odd` is the solved equation, and the two `linear_combination` calls that close the surface and bulk cases are the insertions.

```lean
/-- Eliminating the odd sites of a half-infinite chain, for `z ≠ 2 s`, leaves a chain of the same
form with hopping `a² g` and shift `s + a² g`, where `g = 1/(z - 2 s)`. -/
theorem decimate_surface {a s : ℂ} {G : ℕ → ℂ} (h : z - 2 * s ≠ 0) (hG : SurfaceChain z a s G) :
    SurfaceChain z (a ^ 2 * (1 / (z - 2 * s))) (s + a ^ 2 * (1 / (z - 2 * s)))
      (fun k => G (2 * k)) := by
  obtain ⟨h0, hk⟩ := hG
  have hg := one_div_mul_cancel h
  generalize 1 / (z - 2 * s) = g at hg ⊢
  -- an odd site is slaved to its two neighbours
  have odd : ∀ k, G (k + 1) = g * a * (G k + G (k + 2)) := fun k => by
    linear_combination g * hk k - G (k + 1) * hg
  constructor
  · change (z - (s + a ^ 2 * g)) * G 0 = 1 + a ^ 2 * g * G 2
    have o : G 1 = g * a * (G 0 + G 2) := odd 0
    linear_combination h0 + a * o
  · intro k
    change (z - 2 * (s + a ^ 2 * g)) * G (2 * k + 2) = a ^ 2 * g * (G (2 * k) + G (2 * k + 4))
    have e : (z - 2 * s) * G (2 * k + 2) = a * (G (2 * k + 1) + G (2 * k + 3)) := hk (2 * k + 1)
    have o : G (2 * k + 3) = g * a * (G (2 * k + 2) + G (2 * k + 4)) := odd (2 * k + 2)
    linear_combination e + a * odd (2 * k) + a * o
```

## A bounded response: no wave growing into the chain

The equations alone do not fix G(0). One may add any multiple of w^(−(k+1)) − w^(k+1), which solves them without a source but grows along the chain. Boundedness, |G(k)| ≤ C for all k, excludes it.

After n eliminations the surface equation is

(z − s_n)G(0) = 1 + a_n G(2^n).

The last term is at most |a_n|C in modulus and tends to zero. Hence (t/w)G(0) = 1 and G(0) = w/t. In Lean, `key` is the n-fold elimination, with the previous hypothesis supplied by `decimation`; `hm` is the vanishing term, where `hC` is used, and uniqueness of limits finishes the argument.

```lean
/-- For `t ≠ 0`, `0 < |w| < 1` and `z = t (w + 1/w)`, every bounded response of the half-infinite
chain to a unit source on its surface site has the value `w/t` there. -/
theorem surface_response (ht : t ≠ 0) (hw0 : w ≠ 0) (hw : ‖w‖ < 1) (hz : z = t * (w + 1 / w))
    {G : ℕ → ℂ} {C : ℝ} (hC : ∀ k, ‖G k‖ ≤ C) (hG : SurfaceChain z t 0 G) : G 0 = w / t := by
  have key : ∀ n, SurfaceChain z (hop z t n) (shift z t n) (fun k => G (2 ^ n * k)) := by
    intro n
    induction n with
    | zero =>
      have e : (fun k => G (2 ^ 0 * k)) = G := by funext k; rw [pow_zero, one_mul]
      rw [e]
      exact hG
    | succ n ih =>
      have e : (fun k => G (2 ^ (n + 1) * k)) = fun k => G (2 ^ n * (2 * k)) := by
        funext k; rw [pow_succ, mul_assoc]
      rw [e]
      exact decimate_surface ((decimation ht hw0 hw hz).1 n).1 ih
  obtain ⟨ha, -, hs⟩ := limits ht hw0 hw hz
  -- the coupling of the surface site to the rest of the chain dies out
  have hm : Tendsto (fun n => hop z t n * G (2 ^ n * 1)) atTop (𝓝 0) := by
    refine squeeze_zero_norm (a := fun n => ‖hop z t n‖ * C) (fun n => ?_) ?_
    · rw [norm_mul]
      exact mul_le_mul_of_nonneg_left (hC _) (norm_nonneg _)
    · simpa using ha.norm.mul_const C
  have e := tendsto_nhds_unique (hs.mul_const (G 0))
    ((hm.const_add 1).congr fun n => (key n).1.symm)
  rw [eq_div_iff ht]
  linear_combination w * e - t * G 0 * one_div_mul_cancel hw0
```

A bounded response does exist: G(k) = w^(k+1)/t. At the surface, zG(0) = w² + 1 = 1 + tG(1); further in, zG(k+1) = w^(k+3) + w^(k+1) = t[G(k) + G(k+2)]. Its modulus never exceeds 1/|t|.

```lean
/-- For `t ≠ 0`, `0 < |w| < 1` and `z = t (w + 1/w)`, the decaying wave `w^(k+1)/t` is a bounded
response of the half-infinite chain to a unit source on its surface site. -/
theorem response_witness (ht : t ≠ 0) (hw0 : w ≠ 0) (hw : ‖w‖ < 1) (hz : z = t * (w + 1 / w)) :
    SurfaceChain z t 0 (fun k => w ^ (k + 1) / t) ∧ ∀ k : ℕ, ‖w ^ (k + 1) / t‖ ≤ 1 / ‖t‖ := by
  have hi := one_div_mul_cancel hw0
  have hτ := one_div_mul_cancel ht
  have bound : ∀ (m : ℕ) (d : ℂ), ‖w ^ m / d‖ ≤ 1 / ‖d‖ := fun m d => by
    rw [norm_div, norm_pow]
    gcongr
    exact pow_le_one₀ (norm_nonneg _) hw.le
  refine ⟨⟨?_, fun k => ?_⟩, fun k => bound _ _⟩
  · change (z - 0) * (w ^ (0 + 1) / t) = 1 + t * (w ^ (1 + 1) / t)
    linear_combination w / t * hz + t * (1 / t) * hi + hτ
  · change (z - 2 * 0) * (w ^ (k + 1 + 1) / t) = t * (w ^ (k + 1) / t + w ^ (k + 2 + 1) / t)
    linear_combination w ^ (k + 2) / t * hz + t * (1 / t) * w ^ (k + 1) * hi

end

end ChainDecimation
```

```lean
#print axioms ChainDecimation.decimation
#print axioms ChainDecimation.surface_response
```

```
'ChainDecimation.decimation' depends on axioms: [propext, Classical.choice, Quot.sound]
'ChainDecimation.surface_response' depends on axioms: [propext, Classical.choice, Quot.sound]
```

## The same loop in a transport code

In a lead calculation, a_n and s_n become matrices over the orbitals of a layer, with separate hoppings for the two directions and separate surface and bulk blocks. The energy is E + iη with a small η > 0. The loop stops when the hopping matrices fall below a tolerance, and the surface block is then inverted. In the scalar chain, at a fixed E inside the band, 1 − |w| is proportional to η to leading order for small η, so halving η costs about one more iteration.

A scalar check of such a routine is t = 1, w = 1/2, z = 5/2. The surface values 1/(z − s_n) begin 0.4, 0.476, 0.499 and approach 1/2; the bulk values approach 2/3.
